# Larmor's theorem in the plane: a rotation exchanges the magnetic force for a harmonic one

A: Let $z(t)\in\mathbb C$ be the position of a particle in a plane. It is twice differentiable and obeys
$$z''=-iBz'-g(|z|)\,z$$
at all times if and only if $w(t)=e^{iBt/2}z(t)$ is twice differentiable and obeys
$$w''=-\bigl(g(|w|)+B^2/4\bigr)\,w .$$
Here $B$ is a real constant and $g$ gives the force coefficient at each distance from the centre. If $g$ is real, $\operatorname{Im}(\bar z z')+B|z|^2/2$ is conserved.

Q: Where is the magnetic field in that? I see a complex number and a letter $B$.

A: Write $z=x+iy$ and let a uniform field $B_z$ point out of the plane. The Lorentz force on a charge $q$ is $qB_z(y',-x')$, which in complex form is $-iqB_z z'$. Dividing by the mass $m$ gives $-iBz'$ with $B=qB_z/m$ in SI units. So $B$ is the signed cyclotron frequency, and $-g(|z|)z$ is the remaining force per unit mass. For real $g$ that force is central.

Q: Larmor's theorem, as I learned it, is a weak-field statement. Yours has no approximation.

A: The textbook version drops $B^2/4$ and concludes that a weak field merely makes the field-free motion precess. The result here is the exact identity that precedes that step. It gives no bound on the error made by dropping the term.

Q: Then derive it for me, without any code.

A: Take any real rate $\Omega$ and set $w=e^{i\Omega t}z$. Differentiating twice,
$$w'=e^{i\Omega t}(z'+i\Omega z),\qquad w''=e^{i\Omega t}(z''+2i\Omega z'-\Omega^2z).$$
Insert the equation of motion:
$$w''=e^{i\Omega t}\bigl(-i(B-2\Omega)z'-(g+\Omega^2)z\bigr).$$
The first formula gives $e^{i\Omega t}z'=w'-i\Omega w$, and $|w|=|z|$, so
$$w''=-i(B-2\Omega)w'-\bigl(g(|w|)+B\Omega-\Omega^2\bigr)w.$$
This is the same type of equation, with a new field and a new coefficient. At $\Omega=B/2$ the velocity term vanishes and $B\Omega-\Omega^2=B^2/4$. Multiplying $w$ by $e^{-i\Omega t}$ reverses the argument, which gives the converse.

For the conservation law, note that
$$\bar w w'=\bar z(z'+i\Omega z)=\bar z z'+i\Omega|z|^2 .$$
With $\Omega=B/2$, the quantity $\operatorname{Im}(\bar zz')+B|z|^2/2$ is therefore $\operatorname{Im}(\bar ww')$. Its derivative is $\operatorname{Im}(|w'|^2+\bar ww'')=-\operatorname{Im}\bigl((g+B^2/4)|w|^2\bigr)$, which is zero for real $g$.

Q: Give me numbers.

A: Take $B=2$ and constant $g=3$, an isotropic oscillator. A circular orbit $z=e^{i\nu t}a$ with $a\neq0$ has $z'=i\nu z$ and $z''=-\nu^2z$, so it needs $g(|a|)=\nu^2+B\nu$. Here $\nu^2+2\nu=3$, hence $\nu=1$ or $\nu=-3$. Multiplying by $e^{it}$ turns these rates into $2$ and $-2$, as $w''=-(3+1)w$ requires. For $a=1$ the conserved quantity is $1+1=2$ on the first orbit and $-3+1=-2$ on the second.

This force is linear, so the sum of the two orbits is also a motion: $e^{it}+e^{-3it}=2e^{-it}\cos 2t$. It is a swing along a line that turns at rate $-B/2=-1$. Dropping $B^2/4$ would replace the rate $2$ by $\sqrt3$, and the first orbit would come out at $\sqrt3-1\approx0.73$ instead of $1$.

Q: Now the formal version. What does it call a motion?

```lean
import Mathlib

open Complex ComplexConjugate

namespace LarmorPrecession

noncomputable section

/-- The trajectory `z` in the complex plane is twice differentiable and obeys
`z'' = -i B z' - g(|z|) z` at all times. -/
def IsMotion (B : ℝ) (g : ℝ → ℂ) (z : ℝ → ℂ) : Prop :=
  ∀ t : ℝ, HasDerivAt z (deriv z t) t ∧
    HasDerivAt (deriv z) (-(I * (B : ℂ) * deriv z t) - g ‖z t‖ * z t) t
```

A: `IsMotion B g z` has two parts at every time $t$. The first says that $z$ has a derivative. The second says that the velocity has a derivative, equal to the right-hand side of the equation of motion. The first part matters because Lean's `deriv` returns zero where no derivative exists. The type `ℝ → ℂ` of `g` admits complex coefficients, which describe an additional tangential force; only the conservation law asks for a real one.

Q: "At all times" excludes a particle that falls into a Coulomb centre.

A: Yes. With $g(r)=k/r^3$ the statement covers trajectories that avoid the centre for all $t$, and the value given to $g(0)$ is then irrelevant. The model also has one particle, planar motion, and a field that is uniform and constant in time.

Q: And the rotating frame?

```lean
/-- The trajectory `z` multiplied by the rotating phase `exp (i Ω t)`. -/
def rotatingFrame (Ω : ℝ) (z : ℝ → ℂ) : ℝ → ℂ :=
  fun t => Complex.exp (I * (Ω : ℂ) * (t : ℂ)) * z t

/-- The angular momentum `Im (conj z * z')` of a particle of unit mass. -/
def angularMomentum (z : ℝ → ℂ) (t : ℝ) : ℝ :=
  (conj (z t) * deriv z t).im
```

A: `rotatingFrame Ω z` is $e^{i\Omega t}z(t)$. Mind the sign: coordinates multiplied by $e^{i\Omega t}$ belong to axes that turn at angular velocity $-\Omega$ in the laboratory. The Larmor axes therefore turn at $-B/2=-qB_z/(2m)$, which is positive for an electron in a positive field. `angularMomentum` is $\operatorname{Im}(\bar zz')=xy'-yx'$, the kinetic angular momentum per unit mass.

Q: Why complex numbers, and not vectors in space?

A: They make a rotation a multiplication. A model with vectors in $\mathbb R^3$ and a cross product would include motion along the field. The phase would become a rotation about the field axis, and the $B^2/4$ term would act only on the components perpendicular to the field. The force in the Larmor frame would then no longer be central in general, and for a real $g$ that depends only on the distance from the centre, conservation would be guaranteed there only for the angular momentum component along the field.

Q: Fair. How does the proof begin?

```lean
/-- The velocity in the rotating frame is the rotated sum of `z'` and `i Ω z`. -/
theorem hasDerivAt_rotatingFrame (Ω : ℝ) {z : ℝ → ℂ} {v : ℂ} {t : ℝ}
    (h : HasDerivAt z v t) :
    HasDerivAt (rotatingFrame Ω z)
      (Complex.exp (I * (Ω : ℂ) * (t : ℂ)) * (v + I * (Ω : ℂ) * z t)) t := by
  have h0 : HasDerivAt (fun s : ℝ => (s : ℂ)) 1 t := by
    simpa using (hasDerivAt_id t).ofReal_comp
  have h1 := (h0.const_mul (I * (Ω : ℂ))).cexp
  exact (h1.fun_mul h).congr_deriv (by ring)

/-- The rotating phase has modulus one. -/
theorem norm_phase (Ω t : ℝ) : ‖Complex.exp (I * (Ω : ℂ) * (t : ℂ))‖ = 1 := by
  have h : I * (Ω : ℂ) * (t : ℂ) = ((Ω * t : ℝ) : ℂ) * I := by
    push_cast
    ring
  rw [h, Complex.norm_exp_ofReal_mul_I]
```

A: With the formula for $w'$. The first lemma combines the chain rule for the exponential with the product rule, and `ring` collects the terms. The second says that the phase has modulus one, which gives $|w|=|z|$.

Q: And the second derivative?

```lean
/-- The trajectory `z` is a motion in field `B` with force coefficient `g` if and only if `exp (i Ω
t) z` is a motion in field `B - 2 Ω` with force coefficient `g + B Ω - Ω ^ 2`. -/
theorem isMotion_iff_rotatingFrame (B Ω : ℝ) (g : ℝ → ℂ) (z : ℝ → ℂ) :
    IsMotion B g z ↔
      IsMotion (B - 2 * Ω) (fun r => g r + (B : ℂ) * (Ω : ℂ) - (Ω : ℂ) ^ 2)
        (rotatingFrame Ω z) := by
  -- One direction, for every field, rate, force and trajectory.
  have forward : ∀ (B Ω : ℝ) (g : ℝ → ℂ) (z : ℝ → ℂ), IsMotion B g z →
      IsMotion (B - 2 * Ω) (fun r => g r + (B : ℂ) * (Ω : ℂ) - (Ω : ℂ) ^ 2)
        (rotatingFrame Ω z) := by
    intro B Ω g z h
    have hw : deriv (rotatingFrame Ω z) = fun t : ℝ =>
        Complex.exp (I * (Ω : ℂ) * (t : ℂ)) * (deriv z t + I * (Ω : ℂ) * z t) :=
      funext fun t => (hasDerivAt_rotatingFrame Ω (h t).1).deriv
    intro t
    have hn : ‖rotatingFrame Ω z t‖ = ‖z t‖ := by
      simp only [rotatingFrame, norm_mul, norm_phase, one_mul]
    refine ⟨?_, ?_⟩
    · rw [hw]
      exact hasDerivAt_rotatingFrame Ω (h t).1
    · have h2 := hasDerivAt_rotatingFrame Ω
        (z := fun s => deriv z s + I * (Ω : ℂ) * z s)
        ((h t).2.fun_add ((h t).1.const_mul (I * (Ω : ℂ))))
      rw [hn, hw]
      refine h2.congr_deriv ?_
      simp only [rotatingFrame]
      push_cast
      linear_combination (Complex.exp (I * (Ω : ℂ) * (t : ℂ)) * z t *
        ((B : ℂ) * (Ω : ℂ) - (Ω : ℂ) ^ 2)) * Complex.I_sq
  refine ⟨forward B Ω g z, fun h => ?_⟩
  -- Rotating back at rate `-Ω` recovers the original trajectory.
  have back : rotatingFrame (-Ω) (rotatingFrame Ω z) = z := by
    funext t
    have h0 : I * ((-Ω : ℝ) : ℂ) * (t : ℂ) + I * (Ω : ℂ) * (t : ℂ) = 0 := by
      push_cast
      ring
    simp only [rotatingFrame]
    rw [← mul_assoc, ← Complex.exp_add, h0, Complex.exp_zero, one_mul]
  have h' := forward _ (-Ω) _ _ h
  rw [back] at h'
  convert h' using 1
  · ring
  · funext r
    push_cast
    ring
```

A: The velocity $w'$ is again a phase times a function, namely $z'+i\Omega z$, so the same derivative lemma applies a second time; this is `h2`. The closing `linear_combination` compares the result with the target equation and uses $i^2=-1$.

The auxiliary claim `forward` is stated for every field, rate, coefficient and trajectory. The converse can then apply it to $w$ with rate $-\Omega$. The step `back` shows that the two phases cancel, and the last lines check that the field and the coefficient return to $B$ and $g$.

Q: So Larmor's theorem is one choice of $\Omega$.

```lean
/-- **Larmor's theorem**: `z'' = -i B z' - g(|z|) z` holds if and only if
`w = exp (i B t / 2) z` is twice differentiable with `w'' = -(g(|w|) + B ^ 2 / 4) w`. -/
theorem larmor_theorem (B : ℝ) (g : ℝ → ℂ) (z : ℝ → ℂ) :
    IsMotion B g z ↔ ∀ t : ℝ,
      HasDerivAt (rotatingFrame (B / 2) z) (deriv (rotatingFrame (B / 2) z) t) t ∧
      HasDerivAt (deriv (rotatingFrame (B / 2) z))
        (-((g ‖rotatingFrame (B / 2) z t‖ + (B : ℂ) ^ 2 / 4) *
          rotatingFrame (B / 2) z t)) t := by
  rw [isMotion_iff_rotatingFrame B (B / 2) g z]
  unfold IsMotion
  refine forall_congr' fun t => and_congr_right fun _ => ?_
  exact ⟨fun h => h.congr_deriv (by push_cast; ring),
    fun h => h.congr_deriv (by push_cast; ring)⟩
```

A: Yes, $\Omega=B/2$. After the rewrite, both sides are statements about $w$ at each time, and `ring` confirms that $B-2(B/2)=0$ and that the coefficient gains $B^2/4$. The right-hand side spells out differentiability and the equation for $w$, so you can read it without unfolding `IsMotion`.

Q: The conserved quantity isn't the angular momentum you defined. Where does the extra term come from?

```lean
/-- Where `z` is differentiable, multiplying it by `exp (i Ω t)` adds `Ω |z| ^ 2` to the angular
momentum. -/
theorem angularMomentum_rotatingFrame (Ω : ℝ) {z : ℝ → ℂ} {t : ℝ}
    (hz : DifferentiableAt ℝ z t) :
    angularMomentum (rotatingFrame Ω z) t = angularMomentum z t + Ω * ‖z t‖ ^ 2 := by
  have hE : conj (Complex.exp (I * (Ω : ℂ) * (t : ℂ))) *
      Complex.exp (I * (Ω : ℂ) * (t : ℂ)) = 1 := by
    rw [Complex.conj_mul', norm_phase]
    simp
  have hn : conj (z t) * z t = (‖z t‖ : ℂ) ^ 2 := Complex.conj_mul' (z t)
  have key : conj (rotatingFrame Ω z t) *
      (Complex.exp (I * (Ω : ℂ) * (t : ℂ)) * (deriv z t + I * (Ω : ℂ) * z t)) =
      conj (z t) * deriv z t + ((Ω * ‖z t‖ ^ 2 : ℝ) : ℂ) * I := by
    simp only [rotatingFrame, map_mul]
    push_cast
    linear_combination (conj (z t) * (deriv z t + I * (Ω : ℂ) * z t)) * hE +
      I * (Ω : ℂ) * hn
  unfold angularMomentum
  rw [(hasDerivAt_rotatingFrame Ω hz.hasDerivAt).deriv, key, Complex.add_im,
    Complex.im_ofReal_mul, Complex.I_im, mul_one]

/-- Along a motion `z` in field `B` with a real force coefficient, `Im (conj z * z') + B |z| ^ 2 /
2` takes the same value at any two times. -/
theorem canonical_angularMomentum_conserved {B : ℝ} {g : ℝ → ℂ} {z : ℝ → ℂ}
    (hg : ∀ r, (g r).im = 0) (h : IsMotion B g z) (t s : ℝ) :
    angularMomentum z t + B * ‖z t‖ ^ 2 / 2 =
      angularMomentum z s + B * ‖z s‖ ^ 2 / 2 := by
  -- The quantity is the angular momentum in the Larmor frame.
  have e : ∀ u, angularMomentum z u + B * ‖z u‖ ^ 2 / 2 =
      angularMomentum (rotatingFrame (B / 2) z) u := by
    intro u
    rw [angularMomentum_rotatingFrame _ (h u).1.differentiableAt]
    ring
  have hw := (larmor_theorem B g z).1 h
  -- In that frame the force is central and exerts no torque.
  have hd : ∀ u, HasDerivAt (angularMomentum (rotatingFrame (B / 2) z)) 0 u := by
    intro u
    obtain ⟨k, hk⟩ : ∃ k : ℝ,
        g ‖rotatingFrame (B / 2) z u‖ + (B : ℂ) ^ 2 / 4 = (k : ℂ) := by
      refine ⟨(g ‖rotatingFrame (B / 2) z u‖).re + B ^ 2 / 4, ?_⟩
      have hr : g ‖rotatingFrame (B / 2) z u‖ =
          ((g ‖rotatingFrame (B / 2) z u‖).re : ℂ) :=
        Complex.ext (by simp) (by simp [hg])
      push_cast
      linear_combination hr
    have h2 := (hw u).2
    rw [hk] at h2
    have h3 := (hw u).1.star.fun_mul h2
    refine (Complex.imCLM.hasFDerivAt.comp_hasDerivAt u h3).congr_deriv ?_
    simp only [Complex.imCLM_apply, Complex.star_def, Complex.add_im, Complex.mul_im,
      Complex.mul_re, Complex.neg_im, Complex.neg_re, Complex.conj_re, Complex.conj_im,
      Complex.ofReal_re, Complex.ofReal_im]
    ring
  rw [e t, e s]
  exact is_const_of_deriv_eq_zero (fun u => (hd u).differentiableAt)
    (fun u => (hd u).deriv) t s
```

A: It is the canonical angular momentum per unit mass in the symmetric gauge; the term $B|z|^2/2$ comes from the vector potential. The first lemma proves that a rotation adds $\Omega|z|^2$ to the kinetic angular momentum. In the second, `e` identifies the conserved quantity with the angular momentum of $w$.

The step `hd` is the torque calculation. The hypothesis `hg`, that $g$ has zero imaginary part, provides a real number `k` equal to $g+B^2/4$ at the current distance. Differentiating $\bar ww'$ and taking the imaginary part then gives zero. A function whose derivative vanishes everywhere is constant, so the values at `t` and `s` agree.

Q: An equivalence between two equations could hold even if neither had an interesting solution.

```lean
/-- A circular orbit `exp (i ν t) a` with `a ≠ 0` is a motion in field `B` if and only if
`g(|a|) = ν ^ 2 + B ν`. -/
theorem circular_orbit_iff (B ν : ℝ) (g : ℝ → ℂ) {a : ℂ} (ha : a ≠ 0) :
    IsMotion B g (rotatingFrame ν (fun _ => a)) ↔
      g ‖a‖ = (ν : ℂ) ^ 2 + (B : ℂ) * (ν : ℂ) := by
  -- The orbit is a point at rest, seen from a rotating frame.
  have key : IsMotion (B + 2 * ν) (fun r => g r - (B : ℂ) * (ν : ℂ) - (ν : ℂ) ^ 2)
      (fun _ => a) ↔ IsMotion B g (rotatingFrame ν (fun _ => a)) := by
    rw [isMotion_iff_rotatingFrame (B + 2 * ν) ν]
    have hB : B + 2 * ν - 2 * ν = B := by ring
    have hg : (fun r => g r - (B : ℂ) * (ν : ℂ) - (ν : ℂ) ^ 2 +
        ((B + 2 * ν : ℝ) : ℂ) * (ν : ℂ) - (ν : ℂ) ^ 2) = g := by
      funext r
      push_cast
      ring
    rw [hB, hg]
  have hc : deriv (fun _ : ℝ => a) = fun _ => 0 := by
    funext t
    simp
  rw [← key]
  constructor
  · intro h
    have h0 := (h 0).2
    rw [hc] at h0
    have h1 := h0.unique (hasDerivAt_const (0 : ℝ) (0 : ℂ))
    beta_reduce at h1
    have h2 : (g ‖a‖ - (B : ℂ) * (ν : ℂ) - (ν : ℂ) ^ 2) * a = 0 := by
      linear_combination (-1) * h1
    have h3 := (mul_eq_zero.1 h2).resolve_right ha
    linear_combination h3
  · intro h t
    rw [hc]
    refine ⟨hasDerivAt_const t a, (hasDerivAt_const t (0 : ℂ)).congr_deriv ?_⟩
    beta_reduce
    linear_combination a * h

end

end LarmorPrecession
```

A: This theorem supplies some: whenever $g(|a|)=\nu^2+B\nu$, the circular orbit is a motion. It does not establish existence for general initial conditions. The hypothesis $a\neq0$ is needed for the direction from motion to condition, since a particle resting at the origin obeys the equation for every $g$.

The proof treats the orbit as a point at rest, multiplied by a phase. By `key`, the orbit is a motion in field $B$ exactly when the constant $a$ is a motion in field $B+2\nu$ with coefficient $g-B\nu-\nu^2$. A point at rest has no acceleration and feels no magnetic force, so the remaining force must vanish: $(g(|a|)-B\nu-\nu^2)\,a=0$. Dividing by $a$ gives the condition, and the other direction reads the same balance backwards.

Q: Does any of this bear on quantum mechanics?

A: For a single spinless non-relativistic charge in the plane and a uniform field, the symmetric-gauge Hamiltonian has a corresponding structure: a term linear in $B$ and proportional to the angular momentum, which a rotating frame removes, and a diamagnetic term $B^2r^2/8$ per unit mass, whose force is the $-B^2w/4$ found here. That parallel is physical context; the theorems themselves concern classical trajectories.

```lean
#print axioms LarmorPrecession.larmor_theorem
#print axioms LarmorPrecession.canonical_angularMomentum_conserved
#print axioms LarmorPrecession.circular_orbit_iff
```

```
'LarmorPrecession.larmor_theorem' depends on axioms: [propext, Classical.choice, Quot.sound]
'LarmorPrecession.canonical_angularMomentum_conserved' depends on axioms: [propext, Classical.choice, Quot.sound]
'LarmorPrecession.circular_orbit_iff' depends on axioms: [propext, Classical.choice, Quot.sound]
```
